# Rounding occupations at one half gives a nearest Hermitian projector in the Frobenius norm

Let \(\gamma\) be a Hermitian one-particle density matrix in a finite orthonormal spin-orbital basis. Its eigenvalues \(n_i\) are the occupations, and its eigenvectors, the natural orbitals, are the columns of a unitary matrix \(U\). A projector is a matrix \(P\) with \(P^\dagger=P\) and \(P^2=P\), of any rank; it is the density matrix of a single determinant. The squared distance is

\[
d^2(\gamma,P)=\operatorname{Re}\operatorname{tr}\big((\gamma-P)^2\big),
\]

which for Hermitian matrices is the squared Frobenius norm of \(\gamma-P\). Let \(o_i=1\) if \(n_i>1/2\) and \(o_i=0\) otherwise, and let \(R=U\,\mathrm{diag}(o_i)\,U^\dagger\).

## The bound and its minimiser

For every projector \(P\),

\[
d^2(\gamma,P)\ \ge\ \sum_i \min\big(n_i^2,(1-n_i)^2\big),
\]

and \(R\) attains the bound. If no \(n_i\) equals \(1/2\), \(R\) is the only projector that does.

## Restoring idempotency in a density-matrix code

Mixing or truncation can leave a density matrix that is only approximately idempotent. If it is still Hermitian and is written in an orthonormal spin-orbital basis, diagonalising it and rounding the occupations at one half gives a nearest single-determinant density matrix in that basis, with the particle number left free. The bound also gives the squared Frobenius norm of that correction from the occupations alone.

## From populations to the bound

Put \(D=U^\dagger\gamma U=\mathrm{diag}(n_i)\) and \(Q=U^\dagger PU\). Then \(Q\) is Hermitian, and \(Q^2=U^\dagger P\,UU^\dagger PU=Q\). Write \(p_i=Q_{ii}\) for the population of natural orbital \(i\) in \(P\). The trace is unchanged by the rotation, so

\[
d^2(\gamma,P)=\operatorname{tr}(D^2-QD-DQ+Q)=\sum_i\big[n_i^2+(1-2n_i)p_i\big].
\]

Since \(Q\) is a projector,

\[
p_i=\sum_j Q_{ij}Q_{ji}=\sum_j|Q_{ij}|^2\ \ge\ p_i^2,
\]

hence \(0\le p_i\le1\). Each term of the distance is linear in \(p_i\). For \(n_i>1/2\) the slope is negative and the minimum, at \(p_i=1\), is \((1-n_i)^2\). Otherwise the minimum is \(n_i^2\), at \(p_i=0\). Because \((1-n_i)^2-n_i^2=1-2n_i\), this is the smaller of the two squares in both cases. Summation gives the bound. The matrix \(R\) is itself a projector, because the \(o_i\) are real and \(o_i^2=o_i\). For \(P=R\) one has \(Q=\mathrm{diag}(o_i)\), so every term is at its minimum.

Now let \(P\) attain the bound, with no \(n_i=1/2\). No term can lie below its minimum, so all terms are equal to it, and \((1-2n_i)(p_i-o_i)=0\) gives \(p_i=o_i\). Then \(p_i^2=p_i\), and the row identity

\[
p_i=p_i^2+\sum_{j\ne i}|Q_{ij}|^2
\]

makes every off-diagonal element vanish. Thus \(Q=\mathrm{diag}(o_i)\) and \(P=UQU^\dagger=R\).

## The Lean file

The finite type `ι` labels the basis, `hγ.eigenvalues i` is \(n_i\), `orbitals hγ` is \(U\), `population hγ P i` is \(p_i\) and `roundedProjector hγ` is \(R\). The bound and its attainment are `nearest_projector`, where "closer" in the docstring refers to the squared distance `distSq`; uniqueness is `nearest_projector_unique`, with `hhalf` excluding occupations of one half.

```lean
import Mathlib

open Matrix

namespace DistanceToIdempotency

noncomputable section

variable {ι : Type*} [Fintype ι] [DecidableEq ι]

/-- A Hermitian idempotent matrix: the one-particle density matrix of a single determinant. -/
def IsProjector (P : Matrix ι ι ℂ) : Prop := P.IsHermitian ∧ P * P = P

/-- The squared distance of two Hermitian matrices, the real part of `trace ((A - B)^2)`. -/
def distSq (A B : Matrix ι ι ℂ) : ℝ := (trace ((A - B) * (A - B))).re

/-- The occupation rounded to 1 if it exceeds one half, and to 0 otherwise. -/
def occ (x : ℝ) : ℝ := if 1 / 2 < x then 1 else 0

/-- The unitary matrix whose columns are the natural orbitals (eigenvectors) of `γ`. -/
def orbitals {γ : Matrix ι ι ℂ} (hγ : γ.IsHermitian) : Matrix ι ι ℂ :=
  (hγ.eigenvectorUnitary : Matrix ι ι ℂ)

/-- The projector on the natural orbitals of `γ` with occupation above one half. -/
def roundedProjector {γ : Matrix ι ι ℂ} (hγ : γ.IsHermitian) : Matrix ι ι ℂ :=
  orbitals hγ * diagonal (fun i => (occ (hγ.eigenvalues i) : ℂ)) * (orbitals hγ)ᴴ

/-- The population of natural orbital `i` of `γ` in the state with density matrix `P`. -/
def population {γ : Matrix ι ι ℂ} (hγ : γ.IsHermitian) (P : Matrix ι ι ℂ) (i : ι) : ℝ :=
  (((orbitals hγ)ᴴ * P * orbitals hγ) i i).re

omit [DecidableEq ι] in
/-- A diagonal element of a projector is the sum of the squared moduli along its row. -/
theorem projector_diag {Q : Matrix ι ι ℂ} (hQ : IsProjector Q) (i : ι) :
    (Q i i).re = ∑ j, Complex.normSq (Q i j) := by
  have h : ∑ j, Q i j * Q j i = Q i i := by
    rw [← Matrix.mul_apply, hQ.2]
  rw [← h, Complex.re_sum]
  refine Finset.sum_congr rfl fun j _ => ?_
  rw [← hQ.1.apply j i, Complex.star_def, Complex.mul_conj, Complex.ofReal_re]

omit [DecidableEq ι] in
/-- The diagonal elements of a projector lie between 0 and 1. -/
theorem projector_diag_bounds {Q : Matrix ι ι ℂ} (hQ : IsProjector Q) (i : ι) :
    0 ≤ (Q i i).re ∧ (Q i i).re ≤ 1 := by
  have h1 : Complex.normSq (Q i i) ≤ ∑ j, Complex.normSq (Q i j) :=
    Finset.single_le_sum (f := fun j => Complex.normSq (Q i j))
      (fun j _ => Complex.normSq_nonneg _) (Finset.mem_univ i)
  rw [← projector_diag hQ i, Complex.normSq_apply] at h1
  constructor <;> nlinarith [mul_self_nonneg (Q i i).re, mul_self_nonneg (Q i i).im]

omit [DecidableEq ι] in
/-- A projector stays a projector under a unitary change of orbitals. -/
theorem projector_conj {U P : Matrix ι ι ℂ} [DecidableEq ι] (hU : U * Uᴴ = 1)
    (hP : IsProjector P) : IsProjector (Uᴴ * P * U) := by
  refine ⟨isHermitian_conjTranspose_mul_mul U hP.1, ?_⟩
  calc Uᴴ * P * U * (Uᴴ * P * U) = Uᴴ * (P * (U * Uᴴ) * P) * U := by
        simp only [Matrix.mul_assoc]
    _ = Uᴴ * P * U := by rw [hU, Matrix.mul_one, hP.2]

private theorem orbitals_left {γ : Matrix ι ι ℂ} (hγ : γ.IsHermitian) :
    (orbitals hγ)ᴴ * orbitals hγ = 1 :=
  Matrix.mem_unitaryGroup_iff'.mp hγ.eigenvectorUnitary.2

private theorem orbitals_right {γ : Matrix ι ι ℂ} (hγ : γ.IsHermitian) :
    orbitals hγ * (orbitals hγ)ᴴ = 1 :=
  Matrix.mem_unitaryGroup_iff.mp hγ.eigenvectorUnitary.2

private theorem spectral {γ : Matrix ι ι ℂ} (hγ : γ.IsHermitian) :
    γ = orbitals hγ * diagonal (fun i => (hγ.eigenvalues i : ℂ)) * (orbitals hγ)ᴴ := by
  have h := hγ.spectral_theorem
  rw [Unitary.conjStarAlgAut_apply] at h
  exact h

/-- The squared distance from `γ` to a projector is linear in the populations of the
natural orbitals. -/
theorem distSq_eq_populations {γ P : Matrix ι ι ℂ} (hγ : γ.IsHermitian)
    (hP : IsProjector P) :
    distSq γ P = ∑ i, (hγ.eigenvalues i ^ 2
      + (1 - 2 * hγ.eigenvalues i) * population hγ P i) := by
  have hl := orbitals_left hγ
  have hr := orbitals_right hγ
  have hs := spectral hγ
  have hQ := projector_conj hr hP
  unfold population
  set U := orbitals hγ
  set D : Matrix ι ι ℂ := diagonal (fun i => (hγ.eigenvalues i : ℂ)) with hD
  set Q := Uᴴ * P * U with hQdef
  -- pass to the frame of natural orbitals
  have e1 : Uᴴ * γ * U = D := by
    calc Uᴴ * γ * U = Uᴴ * (U * D * Uᴴ) * U := congrArg (fun A => Uᴴ * A * U) hs
      _ = (Uᴴ * U) * D * (Uᴴ * U) := by simp only [Matrix.mul_assoc]
      _ = D := by rw [hl, Matrix.one_mul, Matrix.mul_one]
  have e2 : D - Q = Uᴴ * (γ - P) * U := by
    rw [Matrix.mul_sub, Matrix.sub_mul, e1]
  have e3 : trace ((D - Q) * (D - Q)) = trace ((γ - P) * (γ - P)) := by
    rw [e2]
    calc trace (Uᴴ * (γ - P) * U * (Uᴴ * (γ - P) * U))
        = trace (Uᴴ * ((γ - P) * (U * Uᴴ) * (γ - P)) * U) := by
          simp only [Matrix.mul_assoc]
      _ = trace ((γ - P) * (γ - P)) := by
          rw [hr, Matrix.mul_one, Matrix.trace_mul_cycle, hr, Matrix.one_mul]
  -- expand the square, using idempotency of Q
  have e4 : (D - Q) * (D - Q) = D * D - Q * D - (D * Q - Q) := by
    rw [Matrix.mul_sub, Matrix.sub_mul, Matrix.sub_mul, hQ.2]
  unfold distSq
  rw [← e3, e4, Matrix.trace, Complex.re_sum]
  refine Finset.sum_congr rfl fun i _ => ?_
  simp only [hD, Matrix.diag_apply, Matrix.sub_apply, Matrix.diagonal_mul,
    Matrix.mul_diagonal, Matrix.diagonal_apply_eq, Complex.sub_re, Complex.mul_re,
    Complex.ofReal_re, Complex.ofReal_im]
  ring

private theorem min_eq_occ (x : ℝ) :
    min (x ^ 2) ((1 - x) ^ 2) = x ^ 2 + (1 - 2 * x) * occ x := by
  unfold occ
  split_ifs with h
  · rw [min_eq_right (by nlinarith)]; ring
  · rw [min_eq_left (by nlinarith)]; ring

private theorem min_le_term (x : ℝ) {p : ℝ} (h0 : 0 ≤ p) (h1 : p ≤ 1) :
    min (x ^ 2) ((1 - x) ^ 2) ≤ x ^ 2 + (1 - 2 * x) * p := by
  rw [min_eq_occ]
  unfold occ
  split_ifs with h
  · nlinarith [mul_nonneg (sub_nonneg.mpr h.le) (sub_nonneg.mpr h1)]
  · nlinarith [mul_nonneg (sub_nonneg.mpr (not_lt.mp h)) h0]

/-- No projector is closer to `γ` than the sum of `min (n_i^2) ((1 - n_i)^2)`, and the
projector on the natural orbitals with occupation above one half attains this bound. -/
theorem nearest_projector {γ : Matrix ι ι ℂ} (hγ : γ.IsHermitian) :
    (∀ P, IsProjector P →
      ∑ i, min (hγ.eigenvalues i ^ 2) ((1 - hγ.eigenvalues i) ^ 2) ≤ distSq γ P) ∧
    IsProjector (roundedProjector hγ) ∧
    distSq γ (roundedProjector hγ) =
      ∑ i, min (hγ.eigenvalues i ^ 2) ((1 - hγ.eigenvalues i) ^ 2) := by
  have hl := orbitals_left hγ
  have hR : IsProjector (roundedProjector hγ) := by
    have hD : IsProjector (diagonal (fun i => (occ (hγ.eigenvalues i) : ℂ))) := by
      constructor
      · ext i j
        by_cases h : i = j
        · subst h; simp
        · simp [Matrix.diagonal_apply_ne _ h, Matrix.diagonal_apply_ne _ (Ne.symm h)]
      · rw [Matrix.diagonal_mul_diagonal]
        congr 1
        funext i
        unfold occ
        split_ifs <;> simp
    have h := projector_conj (U := (orbitals hγ)ᴴ)
      (by rw [conjTranspose_conjTranspose]; exact hl) hD
    rw [conjTranspose_conjTranspose] at h
    exact h
  refine ⟨fun P hP => ?_, hR, ?_⟩
  · rw [distSq_eq_populations hγ hP]
    refine Finset.sum_le_sum fun i _ => ?_
    have hb := projector_diag_bounds (projector_conj (orbitals_right hγ) hP) i
    exact min_le_term _ hb.1 hb.2
  · rw [distSq_eq_populations hγ hR]
    refine Finset.sum_congr rfl fun i _ => ?_
    have e : (orbitals hγ)ᴴ * roundedProjector hγ * orbitals hγ
        = diagonal (fun i => (occ (hγ.eigenvalues i) : ℂ)) := by
      unfold roundedProjector
      calc _ = ((orbitals hγ)ᴴ * orbitals hγ)
            * diagonal (fun i => (occ (hγ.eigenvalues i) : ℂ))
            * ((orbitals hγ)ᴴ * orbitals hγ) := by simp only [Matrix.mul_assoc]
        _ = _ := by rw [hl, Matrix.one_mul, Matrix.mul_one]
    rw [min_eq_occ, population, e, Matrix.diagonal_apply_eq, Complex.ofReal_re]

/-- If no occupation equals one half, a projector that attains the bound is the projector
on the natural orbitals with occupation above one half. -/
theorem nearest_projector_unique {γ P : Matrix ι ι ℂ} (hγ : γ.IsHermitian)
    (hhalf : ∀ i, hγ.eigenvalues i ≠ 1 / 2) (hP : IsProjector P)
    (hmin : distSq γ P = ∑ i, min (hγ.eigenvalues i ^ 2) ((1 - hγ.eigenvalues i) ^ 2)) :
    P = roundedProjector hγ := by
  have hr := orbitals_right hγ
  have hQ := projector_conj hr hP
  rw [distSq_eq_populations hγ hP] at hmin
  -- equality of the sums forces equality of every term
  have hterm := (Finset.sum_eq_sum_iff_of_le (fun i _ => min_le_term (hγ.eigenvalues i)
    (projector_diag_bounds hQ i).1 (projector_diag_bounds hQ i).2)).mp hmin.symm
  have hp : ∀ i, (((orbitals hγ)ᴴ * P * orbitals hγ) i i).re = occ (hγ.eigenvalues i) := by
    intro i
    have h := hterm i (Finset.mem_univ i)
    rw [min_eq_occ] at h
    have hne : 1 - 2 * hγ.eigenvalues i ≠ 0 := fun h0 => hhalf i (by linarith)
    exact (mul_left_cancel₀ hne (add_left_cancel h)).symm
  have hdiag : (orbitals hγ)ᴴ * P * orbitals hγ
      = diagonal (fun i => (occ (hγ.eigenvalues i) : ℂ)) := by
    set Q := (orbitals hγ)ᴴ * P * orbitals hγ
    ext i j
    have hsq : occ (hγ.eigenvalues i) * occ (hγ.eigenvalues i) = occ (hγ.eigenvalues i) := by
      unfold occ
      split_ifs <;> norm_num
    have hrow := projector_diag hQ i
    rw [← Finset.add_sum_erase _ _ (Finset.mem_univ i), Complex.normSq_apply, hp i, hsq]
      at hrow
    have hrest : 0 ≤ ∑ k ∈ Finset.univ.erase i, Complex.normSq (Q i k) :=
      Finset.sum_nonneg fun k _ => Complex.normSq_nonneg _
    by_cases hij : i = j
    · subst hij
      have him : (Q i i).im = 0 :=
        mul_self_eq_zero.mp (by nlinarith [mul_self_nonneg (Q i i).im])
      rw [Matrix.diagonal_apply_eq]
      exact Complex.ext (by rw [hp i, Complex.ofReal_re]) (by rw [him, Complex.ofReal_im])
    · -- the diagonal element exhausts the row, so the rest vanishes
      have hle : Complex.normSq (Q i j) ≤ ∑ k ∈ Finset.univ.erase i, Complex.normSq (Q i k) :=
        Finset.single_le_sum (f := fun k => Complex.normSq (Q i k))
          (fun k _ => Complex.normSq_nonneg _)
          (Finset.mem_erase.mpr ⟨Ne.symm hij, Finset.mem_univ j⟩)
      rw [Matrix.diagonal_apply_ne _ hij]
      exact Complex.normSq_eq_zero.mp (le_antisymm
        (by nlinarith [mul_self_nonneg (Q i i).im]) (Complex.normSq_nonneg _))
  unfold roundedProjector
  rw [← hdiag]
  calc P = (orbitals hγ * (orbitals hγ)ᴴ) * P * (orbitals hγ * (orbitals hγ)ᴴ) := by
        rw [hr, Matrix.one_mul, Matrix.mul_one]
    _ = _ := by simp only [Matrix.mul_assoc]

end

end DistanceToIdempotency
```

```lean
#print axioms DistanceToIdempotency.nearest_projector
-- 'DistanceToIdempotency.nearest_projector' depends on axioms: [propext, Classical.choice, Quot.sound]
#print axioms DistanceToIdempotency.nearest_projector_unique
-- 'DistanceToIdempotency.nearest_projector_unique' depends on axioms: [propext, Classical.choice, Quot.sound]
```

`projector_diag` is the row identity, and `projector_diag_bounds` deduces \(0\le p_i\le1\). `projector_conj` carries a projector into the natural-orbital frame, where `distSq_eq_populations` expands the square. `min_eq_occ` and `min_le_term` settle the linear minimisation for one orbital, and `Finset.sum_le_sum` adds up the inequalities. For uniqueness, `Finset.sum_eq_sum_iff_of_le` turns equality of the sums into equality of the terms.

## Free rank, ties and exact arithmetic

The theorems hold for any real eigenvalues, including occupations slightly below 0 or above 1. They concern exact eigenvalues and eigenvectors, not rounding errors, and say nothing about the energy of \(R\).

The rank of \(P\) is not constrained, so rounding can change the particle number: \(\gamma=\mathrm{diag}(0.4,0.4,0.2)\) has trace 1, but its nearest projector is zero. The theorems therefore do not guarantee that rounding conserves the number of electrons.

Without `hhalf`, uniqueness fails already for one orbital. If \(\gamma=(1/2)\), the projectors \((0)\) and \((1)\) both have squared distance \(1/4\), which is the bound. The strict inequality in `occ` selects \((0)\).
